# The product of two absolutely convergent power series with rational coefficients sums to the product of their values

Let `p` and `q` be formal power series with rational coefficients whose terms at a real number `x` have sums `a` and `b`, in the sense of `HasSum`, which for real terms means absolute convergence. The theorem says that the terms of the product series `p * q` at `x` then have the sum `a * b`. This is a statement of pure analysis, with no physical model or quantum state in it. The attempt writes the term of order `n` of the product as a finite sum over pairs of indices that add up to `n`, and then applies Mathlib's results on such sums for absolutely summable series.

An attempt in Lean 4 with a fault in it:

```lean
import Mathlib

open PowerSeries Finset
open scoped Nat Real

namespace HasSumSeriesTermMul

noncomputable section

/-- The term of order `n` of a rational power series, evaluated at a real number `x`. -/
def seriesTerm (p : PowerSeries ℚ) (x : ℝ) (n : ℕ) : ℝ :=
  ((PowerSeries.coeff n p : ℚ) : ℝ) * x ^ n

/-- If two rational power series converge absolutely at `x`, their product converges absolutely
there to the product of the sums. -/
theorem hasSum_seriesTerm_mul {p q : PowerSeries ℚ} {x a b : ℝ}
    (hp : HasSum (seriesTerm p x) a) (hq : HasSum (seriesTerm q x) b) :
    HasSum (seriesTerm (p * q) x) (a * b) := by
  have hp' : Summable (fun n => ‖seriesTerm p x n‖) := summable_norm_iff.mpr hp.summable
  have hq' : Summable (fun n => ‖seriesTerm q x n‖) := summable_norm_iff.mpr hq.summable
  have e : seriesTerm (p * q) x = fun n =>
      ∑ kl ∈ antidiagonal n, seriesTerm p x kl.1 * seriesTerm q x kl.2 := by
    funext n
    simp only [seriesTerm, PowerSeries.coeff_mul, Rat.cast_sum, Rat.cast_mul, Finset.sum_mul]
    refine Finset.sum_congr rfl fun kl hkl => ?_
    rw [← Finset.mem_antidiagonal.mp hkl, pow_add]
    ring
  rw [e, ← hp.tsum_eq, ← hq.tsum_eq,
    tsum_mul_tsum_eq_tsum_sum_antidiagonal_of_summable_norm hp' hq']
  exact (summable_norm_sum_mul_antidiagonal_of_summable_norm hp' hq').of_norm.hasSum

end

end HasSumSeriesTermMul
```

Lean reports:

```
Main.lean:26:8: error: Invalid rewrite argument: Expected an equality or iff proof or definition name, but
  Finset.mem_antidiagonal.mp ?m.130
is a proof of
  ?m.127.1 ∈ ?m.122 ∧ ?m.127.2 ∈ ?m.123 ∧ ?m.127.1 + ?m.127.2 = ?m.126
Main.lean:26:37: error: Application type mismatch: The argument
  hkl
has type
  kl ∈ HasAntidiagonal.antidiagonal n
but is expected to have type
  ?m.127 ∈ Finset.antidiagonal ?m.124 ?m.125 ?m.126
in the application
  Finset.mem_antidiagonal.mp hkl
```

Cause. Both errors come from one lemma name. Here `Finset.mem_antidiagonal` is about `Finset.antidiagonal`, which takes three explicit arguments, whereas `hkl` says that `kl` lies in `HasAntidiagonal.antidiagonal n`. The second message reports this mismatch. The first says that the lemma yields a conjunction, two memberships together with an equation for the sum of the components, and `rw` needs an equality or an equivalence.

The repair names `Finset.HasAntidiagonal.mem_antidiagonal` instead, which is about the antidiagonal in `hkl`. Applied to `hkl`, it gives just the equation `kl.1 + kl.2 = n`. Used from right to left, this turns the exponent `n` into `kl.1 + kl.2`, so that `pow_add` can split the power of `x` into two factors, and `ring` then only has to rearrange a product. The rest of the proof is unchanged.

Fix (accepted with no message):

```diff
@@ -24,5 +24,5 @@
     simp only [seriesTerm, PowerSeries.coeff_mul, Rat.cast_sum, Rat.cast_mul, Finset.sum_mul]
     refine Finset.sum_congr rfl fun kl hkl => ?_
-    rw [← Finset.mem_antidiagonal.mp hkl, pow_add]
+    rw [← Finset.HasAntidiagonal.mem_antidiagonal.mp hkl, pow_add]
     ring
   rw [e, ← hp.tsum_eq, ← hq.tsum_eq,
```
